# Comb resampling of normalised walker weights: exact population, unbiased copy numbers

In a projector Monte Carlo run, a population of walkers is propagated in imaginary time, and each walker collects a weight. After a while a few walkers carry most of the weight, and the rest cost computer time while contributing little. The population is then resampled: heavy walkers are copied, light ones are mostly deleted, and all survivors get equal weight. One would like the new population to have a prescribed size $N$, and each walker to be copied $N w_i$ times on average, although $N w_i$ is rarely an integer.

Comb resampling does both with one random number. Let $w_0,\dots,w_{M-1}$ be the weights of the $M$ walkers, nonnegative and divided by their total so that they sum to one, and let $C_i=\sum_{j<i}w_j$ be the total weight of the first $i$ of them, so that $C_0=0$. With an offset $u$ drawn uniformly from $[0,1)$ and shared by all walkers, walker $i$ is copied

$$n_i(u)=\lfloor N C_{i+1}+u\rfloor-\lfloor N C_i+u\rfloor$$

times.

```lean
import Mathlib

open MeasureTheory

namespace CombResampling

noncomputable section

/-- The cumulative weight of the first `i` walkers. -/
def cumWeight (w : ℕ → ℝ) (i : ℕ) : ℝ := ∑ j ∈ Finset.range i, w j

/-- The number of copies of walker `i` made by comb resampling with target population `N`
and common offset `u`. -/
def combCount (w : ℕ → ℝ) (N : ℕ) (u : ℝ) (i : ℕ) : ℤ :=
  ⌊(N : ℝ) * cumWeight w (i + 1) + u⌋ - ⌊(N : ℝ) * cumWeight w i + u⌋
```

Here `cumWeight w i` is $C_i$ and `combCount w N u i` is $n_i(u)$. The weights form a real sequence `w : ℕ → ℝ`, of which a population of $M$ walkers uses the first $M$ entries. The copy number is an integer in `ℤ`, so a negative difference would show up as negative and not be truncated to zero. The definitions place no condition on the weights. Each condition enters only where a property needs it.

## Nonnegative weights make the copy number a count

A nonnegative weight is a statistical weight: a share of the population that a walker represents. On the weight axis stretched by $N$, walker $i$ then occupies a segment of length $N w_i$, because $N C_{i+1}=N C_i+N w_i$.

```lean
/-- Including walker `i` changes the cumulative weight, scaled by `N`, by `N w i`. -/
theorem scaled_cumWeight_succ (w : ℕ → ℝ) (N i : ℕ) :
    (N : ℝ) * cumWeight w (i + 1) = N * cumWeight w i + N * w i := by
  rw [cumWeight, cumWeight, Finset.sum_range_succ, mul_add]
```

Now place the teeth of a comb at the positions $k-u$, with $k$ running over the integers. A tooth lies in the segment of walker $i$ when

$$N C_i<k-u\le N C_{i+1},$$

which is the same as $N C_i+u<k\le N C_{i+1}+u$. For an integer $k$ this means $\lfloor N C_i+u\rfloor<k\le\lfloor N C_{i+1}+u\rfloor$. Since $w_i\ge 0$, the upper floor is at least the lower one, and the number of such integers is their difference, $n_i(u)$. The half-open segment ensures that a tooth on a boundary between walkers is counted once.

```lean
/-- The copy number of a walker of nonnegative weight is the number of comb teeth, placed at
the integers shifted by `-u`, that fall in its segment of the scaled weight axis. -/
theorem combCount_eq_teeth (w : ℕ → ℝ) (N i : ℕ) (u : ℝ) (hw : 0 ≤ w i) :
    (({k : ℤ | (N : ℝ) * cumWeight w i < k - u ∧
      (k : ℝ) - u ≤ N * cumWeight w (i + 1)}.ncard : ℕ) : ℤ) = combCount w N u i := by
  have hx : 0 ≤ (N : ℝ) * w i := mul_nonneg (Nat.cast_nonneg N) hw
  have hle : (N : ℝ) * cumWeight w i + u ≤ N * cumWeight w (i + 1) + u := by
    rw [scaled_cumWeight_succ]; linarith
  have hfl := Int.floor_le_floor hle
  -- the teeth in the segment are the integers between the two floors
  have hset : {k : ℤ | (N : ℝ) * cumWeight w i < k - u ∧
      (k : ℝ) - u ≤ N * cumWeight w (i + 1)} =
      ((Finset.Ioc ⌊(N : ℝ) * cumWeight w i + u⌋
        ⌊(N : ℝ) * cumWeight w (i + 1) + u⌋ : Finset ℤ) : Set ℤ) := by
    ext k
    simp only [Set.mem_ofPred_eq, Finset.coe_Ioc, Set.mem_Ioc, Int.floor_lt, Int.le_floor]
    constructor <;> rintro ⟨h1, h2⟩ <;> constructor <;> linarith
  rw [hset, Set.ncard_coe_finset, Int.card_Ioc, Int.toNat_of_nonneg (by omega), combCount]
```

The proof follows the same path. The hypothesis `hw` orders the two floors, `hset` rewrites the set of teeth as the integer interval `Finset.Ioc`, and `Int.card_Ioc` counts it.

Without nonnegativity the formula still gives an integer, but it need not be a possible number of copies. For weights $3/2$ and $-1/2$ with $N=2$, the second walker gets $\lfloor 2+u\rfloor-\lfloor 3+u\rfloor=-1$ copies for every $u$. Walkers that carry signs can instead be resampled by the normalised absolute values of their weights. Each copy then keeps its sign, which multiplies the observable and also enters the sum that normalises the estimate.

## One offset for the whole population

The same $u$ appears at both ends of each segment and for every walker. The first fact alone fixes the rounding. Write $x=N w_i$ and $a=N C_i+u$, so that $n_i=\lfloor a+x\rfloor-\lfloor a\rfloor$. From $a+x-1<\lfloor a+x\rfloor\le a+x$ and $a-1<\lfloor a\rfloor\le a$ it follows that

$$x-1<n_i<x+1 .$$

An integer with $n_i>x-1$ is at least $\lfloor x\rfloor$, and one with $n_i<x+1$ is at most $\lceil x\rceil$. These two bounds differ by at most one, so $n_i$ equals one of them.

```lean
/-- Every copy number is `N w i` rounded down or rounded up. -/
theorem combCount_floor_or_ceil (w : ℕ → ℝ) (N i : ℕ) (u : ℝ) :
    combCount w N u i = ⌊(N : ℝ) * w i⌋ ∨ combCount w N u i = ⌈(N : ℝ) * w i⌉ := by
  have hs := scaled_cumWeight_succ w N i
  have a1 := Int.floor_le ((N : ℝ) * cumWeight w i + u)
  have a2 := Int.lt_floor_add_one ((N : ℝ) * cumWeight w i + u)
  have b1 := Int.floor_le ((N : ℝ) * cumWeight w (i + 1) + u)
  have b2 := Int.lt_floor_add_one ((N : ℝ) * cumWeight w (i + 1) + u)
  -- the copy number differs from `N w i` by less than one
  have lo : ⌊(N : ℝ) * w i⌋ < combCount w N u i + 1 := by
    rw [Int.floor_lt, combCount]; push_cast; linarith
  have hi : combCount w N u i - 1 < ⌈(N : ℝ) * w i⌉ := by
    rw [Int.lt_ceil, combCount]; push_cast; linarith
  have hc := Int.ceil_le_floor_add_one ((N : ℝ) * w i)
  omega
```

The bounds `lo` and `hi` are these two inequalities, and `omega` finishes the integer argument. Neither the sign nor the sum of the weights plays a part.

Suppose a program evaluates both floors anew for each walker and, by mistake, draws a fresh $u$ for every walker, using it in both floors of that walker. Each copy number on its own still has the right mean and the right rounding, so a test of single walkers will not reveal the error. The population size can. Take two walkers of weight $1/2$ and $N=1$. The first is copied once if its offset is at least $1/2$, the second if its offset is below $1/2$. With a shared $u<1$ exactly one of them survives; with independent offsets the total can be $0$, $1$ or $2$.

## A uniform offset removes the rounding bias

The offset is taken to be uniform on the unit interval, so an average over it is the integral $\int_0^1 du$. In Lean this is an ordinary interval integral; no random-number generator or probability space is modelled.

The central step is $\int_0^1\lfloor x+u\rfloor\,du=x$ for every real $x$. Let $m=\lfloor x\rfloor$. As $u$ runs from $0$ to $1$, the floor equals $m$ until $u=m+1-x$ and $m+1$ afterwards. Therefore

$$\int_0^1\lfloor x+u\rfloor\,du=m(m+1-x)+(m+1)(x-m)=x .$$

If $x$ is an integer, the jump sits at $u=1$ and the second part has length zero.

```lean
/-- The floor of a shifted offset is integrable on every interval of offsets. -/
theorem floor_intervalIntegrable (x a b : ℝ) :
    IntervalIntegrable (fun u : ℝ => (⌊x + u⌋ : ℝ)) volume a b := by
  apply Monotone.intervalIntegrable
  intro s t h
  have h' : x + s ≤ x + t := by linarith
  have h2 := Int.floor_le_floor h'
  show (⌊x + s⌋ : ℝ) ≤ (⌊x + t⌋ : ℝ)
  exact_mod_cast h2

/-- Rounding down after adding a uniform random offset in the unit interval is exact on
average. -/
theorem integral_floor_add (x : ℝ) : ∫ u in (0 : ℝ)..1, (⌊x + u⌋ : ℝ) = x := by
  -- contribution of an interval on which the floor is constant
  have piece : ∀ (a b : ℝ) (n : ℤ), a ≤ b → (∀ u ∈ Set.Ioo a b, ⌊x + u⌋ = n) →
      ∫ u in a..b, (⌊x + u⌋ : ℝ) = n * b - n * a := by
    intro a b n hab h
    refine intervalIntegral.integral_eq_sub_of_hasDerivAt_of_le
      (f := fun u : ℝ => (n : ℝ) * u) hab (by fun_prop) ?_ (floor_intervalIntegrable x a b)
    intro u hu
    rw [h u hu]
    exact ((hasDerivAt_id' u).const_mul (n : ℝ)).congr_deriv (mul_one _)
  have h1 := Int.floor_le x
  have h2 := Int.lt_floor_add_one x
  -- the only jump sits at the offset `⌊x⌋ + 1 - x`
  have p1 := piece 0 (⌊x⌋ + 1 - x) ⌊x⌋ (by linarith) (by
    rintro u ⟨hu1, hu2⟩
    rw [Int.floor_eq_iff]
    constructor <;> linarith)
  have p2 := piece (⌊x⌋ + 1 - x) 1 (⌊x⌋ + 1) (by linarith) (by
    rintro u ⟨hu1, hu2⟩
    rw [Int.floor_eq_iff]
    push_cast
    constructor <;> linarith)
  rw [← intervalIntegral.integral_add_adjacent_intervals
    (floor_intervalIntegrable x 0 (⌊x⌋ + 1 - x))
    (floor_intervalIntegrable x (⌊x⌋ + 1 - x) 1), p1, p2]
  push_cast
  ring
```

The first lemma obtains integrability from monotonicity. In the second, `piece` evaluates the integral over a stretch where the floor is constant, using the antiderivative $nu$. It asks for constancy only in the open interior, so the value at the jump does not matter. The terms `p1` and `p2` are the two stretches of the calculation above.

Subtracting two such integrals gives the mean copy number:

$$\int_0^1 n_i(u)\,du=N C_{i+1}-N C_i=N w_i .$$

```lean
/-- The copy number is an integrable function of the offset, and its average over a uniform
offset is `N w i`. -/
theorem combCount_mean (w : ℕ → ℝ) (N i : ℕ) :
    IntervalIntegrable (fun u : ℝ => (combCount w N u i : ℝ)) volume 0 1 ∧
      ∫ u in (0 : ℝ)..1, (combCount w N u i : ℝ) = N * w i := by
  have h1 := floor_intervalIntegrable ((N : ℝ) * cumWeight w (i + 1)) 0 1
  have h2 := floor_intervalIntegrable ((N : ℝ) * cumWeight w i) 0 1
  simp only [combCount, Int.cast_sub]
  refine ⟨h1.sub h2, ?_⟩
  rw [intervalIntegral.integral_sub h1 h2, integral_floor_add, integral_floor_add,
    scaled_cumWeight_succ]
  ring
```

The theorem also records that $n_i$ is integrable, which the later averages use.

With another distribution of offsets the mean is in general wrong. For the two walkers of weight $1/2$ and $N=1$, offsets confined to $[0,1/2)$ would always delete the first walker and keep the second.

## Weights of sum one and an integer target fix the population

Raw weights $W_i$ from the propagation have an arbitrary positive total, and $w_i=W_i/\sum_j W_j$ is the normalised weight used here. The total itself, if an estimator needs it, has to be carried along separately.

Among the properties proved here, only the exact size of the new population needs the normalisation. In the sum over walkers, neighbouring floors cancel:

$$\sum_{i=0}^{M-1}n_i(u)=\lfloor N C_M+u\rfloor-\lfloor N C_0+u\rfloor=\lfloor N+u\rfloor-\lfloor u\rfloor=N .$$

The second equality uses $C_M=1$ and $C_0=0$. The last uses that $N$ is an integer, which the type `ℕ` guarantees.

```lean
/-- Comb resampling of `M` walkers with nonnegative weights of sum one: the new population is
exactly `N` for every offset, each copy number is nonnegative and equals `N w i` rounded down
or up, and its average over a uniform offset is `N w i`. -/
theorem comb_resampling (w : ℕ → ℝ) (M N : ℕ) (hw : ∀ i < M, 0 ≤ w i)
    (hsum : ∑ i ∈ Finset.range M, w i = 1) :
    (∀ u : ℝ, ∑ i ∈ Finset.range M, combCount w N u i = N) ∧
    ∀ i < M,
      (∀ u : ℝ, 0 ≤ combCount w N u i ∧
        (combCount w N u i = ⌊(N : ℝ) * w i⌋ ∨ combCount w N u i = ⌈(N : ℝ) * w i⌉)) ∧
      ∫ u in (0 : ℝ)..1, (combCount w N u i : ℝ) = N * w i := by
  refine ⟨fun u => ?_, fun i hi => ⟨fun u => ⟨?_, combCount_floor_or_ceil w N i u⟩,
    (combCount_mean w N i).2⟩⟩
  · -- the sum of floor differences telescopes
    have hM : cumWeight w M = 1 := hsum
    have h0 : cumWeight w 0 = 0 := by simp [cumWeight]
    have h := Finset.sum_range_sub (fun i => ⌊(N : ℝ) * cumWeight w i + u⌋) M
    simp only [combCount]
    rw [h]
    simp [hM, h0]
  · rw [← combCount_eq_teeth w N i u (hw i hi)]
    exact Int.natCast_nonneg _
```

In words: let the first $M$ weights be nonnegative with sum one. Then for every real $u$ the copy numbers add up to $N$, each is nonnegative, and each equals $N w_i$ rounded down or up. The average of each over $u\in[0,1]$ is $N w_i$. In the proof, `hsum` supplies $C_M=1$, and `Finset.sum_range_sub` is the telescoping sum. Nonnegativity comes from the tooth count, since a number of teeth cannot be negative.

If the weights summed to $S\neq1$, the population would be $\lfloor NS+u\rfloor-\lfloor u\rfloor$. This has mean $NS$, and it fluctuates with $u$ when $NS$ is not an integer.

## A nonzero target lets observables be averaged

Let $A_i$ be the value of an observable on walker $i$, for instance its local energy. Before resampling the estimate is $\sum_i w_iA_i$; afterwards it is the equal-weight average $\frac1N\sum_i n_i(u)A_i$. By linearity,

$$\int_0^1\frac1N\sum_{i=0}^{M-1} n_i(u)A_i\,du=\frac1N\sum_{i=0}^{M-1} N w_iA_i=\sum_{i=0}^{M-1} w_iA_i .$$

The condition $N\neq0$ says that there is a new population to average over, and it is used to cancel $N$.

```lean
/-- For nonzero `N`, the sum of the values `A i` multiplied by the copy numbers, divided by `N`, has
as its average over a uniform offset the weighted sum of the `A i` with weights `w i`. -/
theorem resampled_average_unbiased (w A : ℕ → ℝ) (M N : ℕ) (hN : N ≠ 0) :
    ∫ u in (0 : ℝ)..1, (∑ i ∈ Finset.range M, (combCount w N u i : ℝ) * A i) / N =
      ∑ i ∈ Finset.range M, w i * A i := by
  have hN' : (N : ℝ) ≠ 0 := Nat.cast_ne_zero.mpr hN
  rw [intervalIntegral.integral_div, intervalIntegral.integral_finsetSum
    (fun i _ => (combCount_mean w N i).1.mul_const (A i)), div_eq_iff hN', Finset.sum_mul]
  refine Finset.sum_congr rfl fun i _ => ?_
  rw [intervalIntegral.integral_mul_const, (combCount_mean w N i).2]
  ring
```

The proof takes the integral inside the finite sum and inserts `combCount_mean` term by term; `hN` enters through `div_eq_iff`. For $N=0$ Lean's division by zero makes the left side zero, and the equation would generally fail. The weights need not be normalised for this identity. When they are nonnegative and have sum one, the divisor $N$ is the number of new walkers for every offset, and the left side is the mean of an equal-weight average.

For projector Monte Carlo this means that a single comb step, applied to a finite population with given weights, does not shift the expected value of such an estimate. It does not address errors from the time step, from the trial function or from population control over many generations.

## The spread of a copy number needs no condition on the weights

Let $x=N w_i$, $m=\lfloor x\rfloor$ and $f=x-m$. The copy number is either $m$ or $m+1$, so $(n_i-m)(n_i-m-1)=0$, that is, $n_i^2=(2m+1)n_i-m(m+1)$. Hence

$$(n_i-x)^2=(2m+1-2x)\,n_i+x^2-m(m+1).$$

The right side is linear in $n_i$ apart from a constant, so its average needs only the mean $x$:

$$\int_0^1(n_i-x)^2\,du=(2m+1-2x)x+x^2-m(m+1)=f(1-f).$$

```lean
/-- The variance of a copy number over a uniform offset is `f (1 - f)`, where `f` is the
fractional part of `N w i`. -/
theorem combCount_variance (w : ℕ → ℝ) (N i : ℕ) :
    ∫ u in (0 : ℝ)..1, ((combCount w N u i : ℝ) - N * w i) ^ 2 =
      Int.fract ((N : ℝ) * w i) * (1 - Int.fract ((N : ℝ) * w i)) := by
  -- with two neighbouring values only, the square is affine in the copy number
  have hp : ∀ u : ℝ, ((combCount w N u i : ℝ) - N * w i) ^ 2 =
      (2 * (⌊(N : ℝ) * w i⌋ : ℝ) + 1 - 2 * (N * w i)) * (combCount w N u i : ℝ) +
        ((N * w i) ^ 2 - (⌊(N : ℝ) * w i⌋ : ℝ) * (⌊(N : ℝ) * w i⌋ + 1)) := by
    intro u
    have hc : combCount w N u i = ⌊(N : ℝ) * w i⌋ ∨
        combCount w N u i = ⌊(N : ℝ) * w i⌋ + 1 := by
      have h1 := combCount_floor_or_ceil w N i u
      have h2 := Int.ceil_le_floor_add_one ((N : ℝ) * w i)
      have h3 := Int.floor_le_ceil ((N : ℝ) * w i)
      omega
    rcases hc with h | h <;> rw [h] <;> push_cast <;> ring
  simp only [hp]
  rw [intervalIntegral.integral_add ((combCount_mean w N i).1.const_mul _)
    (continuous_const.intervalIntegrable 0 1), intervalIntegral.integral_const_mul,
    (combCount_mean w N i).2, intervalIntegral.integral_const, ← Int.self_sub_floor,
    smul_eq_mul]
  ring

end

end CombResampling
```

The identity for the square is `hp`, proved by checking the two possible values, and `Int.fract` is $f$. A walker whose $N w_i$ is an integer therefore has a copy number of zero variance. The theorem concerns one walker at a time. The shared offset correlates different copy numbers, so the variance of an observable does not follow from it.

```lean
#print axioms CombResampling.comb_resampling
#print axioms CombResampling.resampled_average_unbiased
#print axioms CombResampling.combCount_variance
```

```
'CombResampling.comb_resampling' depends on axioms: [propext, Classical.choice, Quot.sound]
'CombResampling.resampled_average_unbiased' depends on axioms: [propext, Classical.choice, Quot.sound]
'CombResampling.combCount_variance' depends on axioms: [propext, Classical.choice, Quot.sound]
```

## The comb in a program

A branching step that uses the comb can be written as follows. It normalises the weights, draws one $u$ uniformly from $[0,1)$, and runs through the walkers with a cumulative sum. At each walker it computes $\lfloor N C_{i+1}+u\rfloor$, subtracts the previous floor, writes that many copies to the new list, and keeps the new floor for the next walker. All copies then receive the same weight.

The theorems are about real numbers, whereas a program adds rounded ones. If the computed $C_M$ falls slightly below one and $u$ is very close to zero, the last floor can be $N-1$ and one walker is lost. Setting the final cumulative weight to exactly one removes this cause of error. The sum $N+u$ is rounded too, however, and for $u$ very close to one it can round up to $N+1$, so a program should still check the final count.
